# A continuity equation for the one-dimensional grid Schrödinger equation with a real symmetric stencil and a real potential

When a wavefunction on a grid evolves under a finite-difference Schrödinger equation whose stencil reaches N sites to each side, probability can pass directly between sites up to N spacings apart. To write a conservation law with one current per link between neighbouring sites, these longer exchanges are assigned to links. The choice made here is to count the exchange between sites j and j+m once on each of the m links that lie between them.

```lean
import Mathlib

open Complex ComplexConjugate Finset

namespace GridContinuity

noncomputable section

/-- The symmetric finite-difference sum
`c_0 φ_j + ∑_{m=1}^N c_m (φ_{j+m} + φ_{j-m})` with real coefficients. -/
def stencil (N : ℕ) (c : ℕ → ℝ) (φ : ℤ → ℂ) (j : ℤ) : ℂ :=
  (c 0 : ℂ) * φ j + ∑ m ∈ Icc 1 N, (c m : ℂ) * (φ (j + m) + φ (j - m))

/-- The hopping term `Im(conj(φ_j) φ_{j+m})` between the sites `j` and `j + m`. -/
def hop (φ : ℤ → ℂ) (m : ℕ) (j : ℤ) : ℝ := (conj (φ j) * φ (j + m)).im

/-- The grid current `J_j = (1/h) ∑_{m=1}^N c_m ∑_{l=0}^{m-1} Im(conj(φ_{j-l}) φ_{j-l+m})`,
for spacing `h ≠ 0`. -/
def current (N : ℕ) (c : ℕ → ℝ) (h : ℝ) (φ : ℤ → ℂ) (j : ℤ) : ℝ :=
  (1 / h) * ∑ m ∈ Icc 1 N, c m * ∑ l ∈ range m, hop φ m (j - l)

/-- The grid Schrödinger equation `i ψ_j' = -(stencil ψ)_j / (2h²) + V_j ψ_j` at all times and
sites, written after multiplication by `2h²`; the real potential may depend on time. -/
def IsEvolution (N : ℕ) (c : ℕ → ℝ) (h : ℝ) (V : ℝ → ℤ → ℝ) (ψ : ℝ → ℤ → ℂ) : Prop :=
  ∀ t j, ∃ d : ℂ, HasDerivAt (fun s => ψ s j) d t ∧
    2 * (h : ℂ) ^ 2 * (I * d - (V t j : ℂ) * ψ t j) = -stencil N c (ψ t) j

/-- For hops of range `m`, the difference of the summed hopping terms at neighbouring sites
telescopes to the exchange of site `j` with `j + m` and `j - m`. -/
theorem hop_telescope (φ : ℤ → ℂ) (m : ℕ) (j : ℤ) :
    ∑ l ∈ range m, hop φ m (j - l) - ∑ l ∈ range m, hop φ m (j - 1 - l)
      = (conj (φ j) * (φ (j + m) + φ (j - m))).im := by
  have key := Finset.sum_range_sub' (fun l : ℕ => hop φ m (j - l)) m
  have shift : ∀ l : ℕ, j - 1 - (l : ℤ) = j - ((l + 1 : ℕ) : ℤ) := by
    intro l
    push_cast
    ring
  simp only [shift]
  rw [← Finset.sum_sub_distrib, key]
  simp only [hop, Nat.cast_zero, sub_zero, sub_add_cancel, Complex.mul_im, Complex.add_im,
    Complex.add_re, Complex.conj_re, Complex.conj_im]
  ring

/-- For `h ≠ 0`, the current difference across site `j` is fixed by the stencil:
`h (J_j - J_{j-1}) = Im(conj(φ_j) (stencil φ)_j)`. -/
theorem current_difference (N : ℕ) (c : ℕ → ℝ) {h : ℝ} (hh : h ≠ 0) (φ : ℤ → ℂ) (j : ℤ) :
    h * (current N c h φ j - current N c h φ (j - 1))
      = (conj (φ j) * stencil N c φ j).im := by
  -- the on-site term is real
  have h0 : (conj (φ j) * ((c 0 : ℂ) * φ j)).im = 0 := by
    rw [show conj (φ j) * ((c 0 : ℂ) * φ j) = (c 0 : ℂ) * (φ j * conj (φ j)) by ring,
      Complex.mul_conj, Complex.im_ofReal_mul, Complex.ofReal_im, mul_zero]
  have hl : h * (current N c h φ j - current N c h φ (j - 1))
      = ∑ m ∈ Icc 1 N, c m * ∑ l ∈ range m, hop φ m (j - l)
        - ∑ m ∈ Icc 1 N, c m * ∑ l ∈ range m, hop φ m (j - 1 - l) := by
    unfold current
    rw [← mul_sub, ← mul_assoc, mul_one_div_cancel hh, one_mul]
  rw [hl, ← Finset.sum_sub_distrib, stencil, mul_add, Complex.add_im, h0, zero_add,
    Finset.mul_sum, Complex.im_sum]
  refine Finset.sum_congr rfl fun m _ => ?_
  rw [← mul_sub, hop_telescope, mul_left_comm, Complex.im_ofReal_mul]

/-- Continuity equation on the grid: for `h ≠ 0`, a solution of the grid Schrödinger equation
satisfies `d/dt |ψ_j|² = -(J_j - J_{j-1})/h`. -/
theorem continuity_equation {N : ℕ} {c : ℕ → ℝ} {h : ℝ} (hh : h ≠ 0) {V : ℝ → ℤ → ℝ}
    {ψ : ℝ → ℤ → ℂ} (hψ : IsEvolution N c h V ψ) (t : ℝ) (j : ℤ) :
    HasDerivAt (fun s => ‖ψ s j‖ ^ 2)
      (-(current N c h (ψ t) j - current N c h (ψ t) (j - 1)) / h) t := by
  obtain ⟨d, hd, he⟩ := hψ t j
  have flux := current_difference N c hh (ψ t) j
  -- insert the equation of motion; the potential term is real
  have e : conj (ψ t j) * stencil N c (ψ t) j
      = ((-(2 * h ^ 2) : ℝ) : ℂ) * (I * (conj (ψ t j) * d))
        + ((2 * h ^ 2 * V t j : ℝ) : ℂ) * (ψ t j * conj (ψ t j)) := by
    push_cast
    linear_combination conj (ψ t j) * he
  rw [e, Complex.mul_conj, Complex.add_im, Complex.im_ofReal_mul, Complex.im_ofReal_mul,
    Complex.ofReal_im, Complex.I_mul_im] at flux
  have hin : inner ℝ (ψ t j) d = (conj (ψ t j) * d).re := by
    simp only [Complex.inner, mul_comm]
  refine HasDerivAt.congr_deriv (f := fun s => ‖ψ s j‖ ^ 2) hd.norm_sq ?_
  rw [hin, eq_div_iff hh]
  apply mul_left_cancel₀ hh
  linear_combination flux

/-- For `h ≠ 0` and a solution of the grid Schrödinger equation, the sum of `|ψ_j|²` over the `n`
sites `a+1, …, a+n` has time derivative `-(J_{a+n} - J_a)/h`. -/
theorem block_balance {N : ℕ} {c : ℕ → ℝ} {h : ℝ} (hh : h ≠ 0) {V : ℝ → ℤ → ℝ}
    {ψ : ℝ → ℤ → ℂ} (hψ : IsEvolution N c h V ψ) (t : ℝ) (a : ℤ) (n : ℕ) :
    HasDerivAt (fun s => ∑ l ∈ range n, ‖ψ s (a + 1 + l)‖ ^ 2)
      (-(current N c h (ψ t) (a + n) - current N c h (ψ t) a) / h) t := by
  refine (HasDerivAt.fun_sum (u := range n)
    fun l _ => continuity_equation hh hψ t (a + 1 + l)).congr_deriv ?_
  -- the inner currents cancel in pairs
  induction n with
  | zero => simp
  | succ n ih =>
    rw [Finset.sum_range_succ, ih, show a + 1 + (n : ℤ) - 1 = a + n by ring,
      show a + 1 + (n : ℤ) = a + ((n + 1 : ℕ) : ℤ) by push_cast; ring]
    ring

/-- The plane wave `exp(i(k h j - ω t))` on the grid. -/
def planeWave (h k ω t : ℝ) (j : ℤ) : ℂ := exp (((k * h * j - ω * t : ℝ) : ℂ) * I)

/-- The Fourier symbol `c_0 + 2 ∑_{m=1}^N c_m cos(m θ)` of the stencil. -/
def symbol (N : ℕ) (c : ℕ → ℝ) (θ : ℝ) : ℝ :=
  c 0 + 2 * ∑ m ∈ Icc 1 N, c m * Real.cos (m * θ)

/-- The stencil multiplies a plane wave by its Fourier symbol at `θ = k h`. -/
theorem stencil_planeWave (N : ℕ) (c : ℕ → ℝ) (h k ω t : ℝ) (j : ℤ) :
    stencil N c (planeWave h k ω t) j = (symbol N c (k * h) : ℂ) * planeWave h k ω t j := by
  have pair : ∀ m : ℕ, planeWave h k ω t (j + m) + planeWave h k ω t (j - m)
      = 2 * ((Real.cos (m * (k * h)) : ℝ) : ℂ) * planeWave h k ω t j := by
    intro m
    rw [Complex.ofReal_cos, Complex.two_cos, add_mul]
    unfold planeWave
    rw [← Complex.exp_add, ← Complex.exp_add]
    congr 2 <;> push_cast <;> ring
  unfold stencil symbol
  simp only [pair]
  push_cast
  rw [add_mul, Finset.mul_sum, Finset.sum_mul]
  congr 1
  refine Finset.sum_congr rfl fun m _ => ?_
  ring

/-- A plane wave solves the grid equation without potential exactly when its frequency obeys the
dispersion relation `2h² ω = -(c_0 + 2 ∑ c_m cos(m k h))`. -/
theorem planeWave_isEvolution_iff (N : ℕ) (c : ℕ → ℝ) (h k ω : ℝ) :
    IsEvolution N c h (fun _ _ => 0) (planeWave h k ω)
      ↔ 2 * h ^ 2 * ω = -symbol N c (k * h) := by
  have hder : ∀ (t : ℝ) (j : ℤ), HasDerivAt (fun s => planeWave h k ω s j)
      (-(ω : ℂ) * I * planeWave h k ω t j) t := by
    intro t j
    have h1 : HasDerivAt (fun s : ℝ => k * h * j - ω * s) (-ω) t :=
      (((hasDerivAt_id' t).const_mul ω).const_sub (k * h * j)).congr_deriv (by ring)
    refine ((h1.ofReal_comp.mul_const I).cexp).congr_deriv ?_
    unfold planeWave
    push_cast
    ring
  constructor
  · intro hev
    obtain ⟨d, hd, he⟩ := hev 0 0
    rw [hd.unique (hder 0 0), stencil_planeWave] at he
    have hne : planeWave h k ω 0 0 ≠ 0 := Complex.exp_ne_zero _
    have hc : 2 * (h : ℂ) ^ 2 * (ω : ℂ) = -(symbol N c (k * h) : ℂ) := by
      apply mul_right_cancel₀ hne
      rw [Complex.ofReal_zero] at he
      linear_combination he + 2 * (h : ℂ) ^ 2 * ω * planeWave h k ω 0 0 * Complex.I_sq
    exact_mod_cast hc
  · intro hω t j
    refine ⟨_, hder t j, ?_⟩
    have hc : 2 * (h : ℂ) ^ 2 * (ω : ℂ) = -(symbol N c (k * h) : ℂ) := by exact_mod_cast hω
    rw [stencil_planeWave, Complex.ofReal_zero]
    linear_combination planeWave h k ω t j * hc
      - 2 * (h : ℂ) ^ 2 * ω * planeWave h k ω t j * Complex.I_sq

/-- The current of a plane wave is `(1/h) ∑_{m=1}^N c_m m sin(m k h)` at every site and time. -/
theorem current_planeWave (N : ℕ) (c : ℕ → ℝ) (h k ω t : ℝ) (j : ℤ) :
    current N c h (planeWave h k ω t) j
      = (1 / h) * ∑ m ∈ Icc 1 N, c m * (m * Real.sin (m * (k * h))) := by
  have hhop : ∀ (m : ℕ) (i : ℤ), hop (planeWave h k ω t) m i = Real.sin (m * (k * h)) := by
    intro m i
    have hs : planeWave h k ω t (i + m)
        = planeWave h k ω t i * exp (((m * (k * h) : ℝ) : ℂ) * I) := by
      unfold planeWave
      rw [← Complex.exp_add]
      congr 1
      push_cast
      ring
    have hn : planeWave h k ω t i * conj (planeWave h k ω t i) = 1 := by
      rw [Complex.mul_conj, Complex.normSq_eq_norm_sq, planeWave,
        Complex.norm_exp_ofReal_mul_I]
      norm_num
    rw [hop, hs, ← mul_assoc, mul_comm (conj _), hn, one_mul, Complex.exp_ofReal_mul_I_im]
  unfold current
  simp only [hhop, Finset.sum_const, Finset.card_range, nsmul_eq_mul]

/-- If `h ≠ 0` and for every wave number `q` the plane wave of frequency `ω(q)` solves the grid
equation without potential, then the current of the wave `k` is the group velocity `dω/dk`. -/
theorem current_eq_group_velocity {N : ℕ} {c : ℕ → ℝ} {h : ℝ} (hh : h ≠ 0) {ω : ℝ → ℝ}
    (hω : ∀ q, IsEvolution N c h (fun _ _ => 0) (planeWave h q (ω q))) (k t : ℝ) (j : ℤ) :
    HasDerivAt ω (current N c h (planeWave h k (ω k) t) j) k := by
  have hform : ω = fun q => -symbol N c (q * h) / (2 * h ^ 2) := by
    funext q
    rw [eq_div_iff (by positivity)]
    linear_combination (planeWave_isEvolution_iff N c h q (ω q)).1 (hω q)
  have hs : ∀ m : ℕ, HasDerivAt (fun q : ℝ => c m * Real.cos (m * (q * h)))
      (-h * (c m * (m * Real.sin (m * (k * h))))) k := fun m =>
    ((((hasDerivAt_id' k).mul_const h).const_mul (m : ℝ)).cos.const_mul (c m)).congr_deriv
      (by ring)
  have hsym : HasDerivAt (fun q => symbol N c (q * h))
      (2 * ∑ m ∈ Icc 1 N, -h * (c m * (m * Real.sin (m * (k * h))))) k :=
    ((HasDerivAt.fun_sum (u := Icc 1 N) fun m _ => hs m).const_mul 2).const_add (c 0)
  rw [current_planeWave, hform]
  refine (hsym.fun_neg.div_const (2 * h ^ 2)).congr_deriv ?_
  rw [← Finset.mul_sum]
  generalize ∑ m ∈ Icc 1 N, c m * (m * Real.sin (m * (k * h))) = S
  field_simp

end

end GridContinuity
```

```lean
#print axioms GridContinuity.continuity_equation
#print axioms GridContinuity.block_balance
#print axioms GridContinuity.current_eq_group_velocity
```

```
'GridContinuity.continuity_equation' depends on axioms: [propext, Classical.choice, Quot.sound]
'GridContinuity.block_balance' depends on axioms: [propext, Classical.choice, Quot.sound]
'GridContinuity.current_eq_group_velocity' depends on axioms: [propext, Classical.choice, Quot.sound]
```

## The current through one link

The grid is ℤ, with site j at position hj. Here h is the spacing, not Planck's constant, and the units have ħ = mass = 1. For a grid function φ and real coefficients c_0, …, c_N, `stencil` is the sum

(Dφ)_j = c_0 φ_j + ∑ₘ c_m (φ_{j+m} + φ_{j−m}), m = 1, …, N.

It contains no factor 1/h²; with the usual coefficients, Dφ/h² approximates the second derivative. The theorems need only that the c_m are real, not that they approximate anything.

The quantity `hop φ m j` is Im(conj(φ_j) φ_{j+m}), and `current` is

J_j = (1/h) ∑ₘ c_m ∑ₗ Im(conj(φ_{j−l}) φ_{j−l+m}), l = 0, …, m−1.

The pairs in the inner sum are exactly those of range m with one member at or to the left of j and the other at or to the right of j+1. J_j therefore belongs to the link from j to j+1, although it carries the label of a site.

## What the evolution hypothesis says

`IsEvolution` states that at every time t and site j the derivative d of ψ_j exists and satisfies

2h² (i d − V_j ψ_j) = −(Dψ)_j.

For h ≠ 0 this is the familiar i ψ_j' = −(Dψ)_j/(2h²) + V_j ψ_j. The multiplied form avoids the division, which Lean would read as zero at h = 0. In that case it says only that ψ is differentiable in time and Dψ = 0, and the continuity theorems exclude it. The potential `V t j` is real and local and may depend on time in any way.

Under this hypothesis and h ≠ 0, `continuity_equation` says that |ψ_j|² is differentiable in time, with

d/dt |ψ_j|² = −(J_j − J_{j−1})/h.

`block_balance` adds this up over the n sites a+1, …, a+n: the sum of |ψ_j|² there has derivative −(J_{a+n} − J_a)/h. If ψ is normalised by h ∑ⱼ |ψ_j|² = 1, the probability in the block is h times that sum, and its rate of change is J_a − J_{a+n}.

Since V may be any real function of time and site, the result also applies to each orbital that solves the one-dimensional time-dependent Kohn–Sham equations on this infinite grid with a real local potential, evaluated along the solution. A running simulation adds a time integration and a finite box. The theorem concerns the exact time derivative, whereas a propagator advances ψ in finite steps. A periodic box is covered by extending ψ and V periodically; a box with ψ set to zero outside is not covered as stated, because the equation generally fails at sites just beyond the edge. Nonlocal potentials and the limit h → 0 are also left aside.

## Why the current difference equals the local loss

Fix a range m and let S_m(j) be the inner sum in J_j. Moving from j to j−1 shifts every term by one site, so all but the first and last cancel:

S_m(j) − S_m(j−1) = Im(conj(ψ_j) ψ_{j+m}) − Im(conj(ψ_{j−m}) ψ_j).

Exchanging the conjugation in the last term reverses the sign of its imaginary part, which gives

S_m(j) − S_m(j−1) = Im(conj(ψ_j) (ψ_{j+m} + ψ_{j−m})).

This is `hop_telescope`. Its proof rewrites j−1−l as j−(l+1), applies Mathlib's telescoping sum `Finset.sum_range_sub'`, and compares real and imaginary parts.

Multiplying by c_m and summing over m gives `current_difference`:

h (J_j − J_{j−1}) = Im(conj(ψ_j) (Dψ)_j).

The on-site term may be included on the right because c_0 |ψ_j|² is real; this is `h0` in the code. The step `hl` cancels h against the 1/h in the current.

Now insert the equation of motion in the form (Dψ)_j = −2h² (i ψ_j' − V_j ψ_j):

Im(conj(ψ_j) (Dψ)_j) = −2h² Im(i conj(ψ_j) ψ_j') + 2h² V_j Im(|ψ_j|²)

= −2h² Re(conj(ψ_j) ψ_j').

The potential disappears because V_j |ψ_j|² is real. By the product rule, d/dt |ψ_j|² = 2 Re(conj(ψ_j) ψ_j'), so

h (J_j − J_{j−1}) = −h² d/dt |ψ_j|²,

and division by −h² gives the continuity equation. In Lean, `e` is the inserted equation of motion, `hd.norm_sq` supplies the product rule through the real inner product on ℂ, and the last `linear_combination` carries out the remaining algebra.

For a block, the sum of J_j − J_{j−1} over j = a+1, …, a+n leaves J_{a+n} − J_a. `block_balance` proves this by induction on n; for n = 0 both sides vanish.

## The current of a plane wave is the grid's group velocity

The continuity equation is unchanged if the same number is added to every J_j. Plane waves show what value the present definition gives. For ψ_j = exp(i(khj − ωt)), the two neighbours at range m combine to

ψ_{j+m} + ψ_{j−m} = 2 cos(mkh) ψ_j,

so D multiplies the wave by c_0 + 2 ∑ₘ c_m cos(mkh). The code calls this factor `symbol`, and `stencil_planeWave` proves the multiplication rule. Since i ψ_j' = ω ψ_j and ψ_j never vanishes, the free equation holds exactly when

2h² ω = −(c_0 + 2 ∑ₘ c_m cos(mkh)).

This is `planeWave_isEvolution_iff`. One direction uses uniqueness of the derivative and cancels the nonzero wave; the other substitutes the dispersion relation. It also provides non-zero solutions to which the continuity equation applies.

For the current, conj(ψ_i) ψ_{i+m} = exp(imkh) at every site i, where the i in the exponent is the imaginary unit. Each of the m terms in the inner sum is therefore sin(mkh), and `current_planeWave` gives

J_j = (1/h) ∑ₘ c_m m sin(mkh).

Differentiating ω(k) = −(c_0 + 2 ∑ₘ c_m cos(mkh))/(2h²) with respect to k gives the same expression. `current_eq_group_velocity` states this for h ≠ 0 and a function ω whose plane waves solve the free equation at every wave number. The wave has unit amplitude; with amplitude A, the current is |A|² dω/dk.

## Three-point and five-point stencils

For N = 0 no sites are coupled, the current is zero and every |ψ_j|² is constant. The three-point stencil has N = 1, c_0 = −2 and c_1 = 1, and its current is

J_j = (1/h) Im(conj(ψ_j) ψ_{j+1}) = Im(conj(ψ_j) (ψ_{j+1} − ψ_j)/h),

the grid form of the textbook current Im(conj(ψ) ∂ψ/∂x).

A wave-packet calculation with the five-point stencil has c_0 = −5/2, c_1 = 4/3 and c_2 = −1/12. The current through the link from j to j+1 then uses four values of ψ:

J_j = (1/h) [ (4/3) Im(conj(ψ_j) ψ_{j+1}) − (1/12) ( Im(conj(ψ_j) ψ_{j+2}) + Im(conj(ψ_{j−1}) ψ_{j+1}) ) ].

Integrating J_j over time at a link behind a barrier gives the net probability that has crossed that link from left to right, with ψ normalised as above. At kh = 1 a free plane wave of unit amplitude carries a current of about 0.970 k with this stencil and 0.841 k with the three-point one, whereas the continuum value is k.
